# The Characteristic Polynomial of Two Non-Interacting Coupled-Cluster Fragments Factorises

## A spectrum without Hermiticity

A similarity-transformed Hamiltonian is in general not Hermitian. The transformation alone preserves the spectrum, but once the operator is projected onto a truncated set of configurations, its matrix may have complex eigenvalues or too few eigenvectors to form a basis, so there is a choice to make about what "its spectrum" means. Here the spectrum is carried by the characteristic polynomial $p_M(X)=\det(X-M)$, whose roots are the energy levels, counted with algebraic multiplicity. This works over any field $K$ and needs no diagonalisability.

Defining levels through right eigenvectors would have been another option. It gives the same set of energies, but a defective matrix has fewer independent eigenvectors than its dimension, and a statement about eigenvectors would then lose the multiplicities that an identity between polynomials keeps.

## Two fragments and their amplitude equations

Let $A$ and $B$ be the similarity-transformed Hamiltonians of two fragments. Each is a finite matrix over one reference configuration, labelled 0, and a set of excited configurations, labelled by $m$ for $A$ and by $n$ for $B$. The coupled-cluster amplitude equations say that the transformed Hamiltonian does not take the reference into any excited configuration of this set:

$$A_{i0}=0\quad(i\in m),\qquad B_{j0}=0\quad(j\in n).$$

Write $E_A=A_{00}$ and $E_B=B_{00}$ for the reference energies, and $A'$, $B'$ for the blocks between excited configurations. With row vectors $r$ and $s$ for the remaining entries,

$$A=\begin{pmatrix}E_A & r\\ 0& A'\end{pmatrix},\qquad B=\begin{pmatrix}E_B & s\\ 0& B'\end{pmatrix}.$$

An excitation energy of $A$ is a number $\omega$ for which $E_A+\omega$ is a root of $p_{A'}$, and likewise for $B$. If the fragments do not interact, the composite Hamiltonian is $H=A\otimes1+1\otimes B$.

## Splitting off one reference at a time

The claim is

$$p_H(X)=(X-E_A-E_B)\;p_{A'+E_B}(X)\;p_{B'+E_A}(X)\;p_{A'\otimes1+1\otimes B'}(X).$$

Order the product configurations by the state of the first fragment, reference first. Then

$$H=\begin{pmatrix}B+E_A & r\otimes 1\\ 0& A'\otimes1+1\otimes B\end{pmatrix},$$

and the determinant of a block-triangular matrix gives $p_H=p_{B+E_A}\,p_{A'\otimes1+1\otimes B}$.

The first factor belongs to a matrix that is itself block triangular, with diagonal blocks $E_A+E_B$ and $B'+E_A$. Hence $p_{B+E_A}=(X-E_A-E_B)\,p_{B'+E_A}$.

For the second factor, exchange the fragments. This only relabels rows and columns together, so the polynomial is unchanged. Ordering by the state of $B$ gives the diagonal blocks $A'+E_B$ and $B'\otimes1+1\otimes A'$. Exchanging back in the last block yields $p_{A'+E_B}\,p_{A'\otimes1+1\otimes B'}$, and the product of all factors is the claim.

## Reading off the excitation energies

A constant shift moves the argument: $p_{M+c}(z)=\det(z-c-M)=p_M(z-c)$. At $z=E_A+E_B+\omega$ the four factors become

$$\omega,\qquad p_{A'}(E_A+\omega),\qquad p_{B'}(E_B+\omega),\qquad p_{A'\otimes1+1\otimes B'}(z).$$

In a field a product vanishes exactly when a factor does. So $z$ is a composite level if and only if $\omega=0$, or $\omega$ is an excitation energy of $A$ or of $B$, or $z$ is a level of the simultaneously excited block.

That last block contains the sums of fragment excitations. If $A'u=(E_A+\omega_1)u$ and $B'v=(E_B+\omega_2)v$ with $u,v\neq0$, put $w_{ij}=u_iv_j$. This vector is nonzero, and

$$\big((A'\otimes1+1\otimes B')w\big)_{ij}=(A'u)_iv_j+u_i(B'v)_j=(E_A+E_B+\omega_1+\omega_2)\,w_{ij}.$$

## What this means for EOM-CC

For non-interacting fragments treated in the full product space, local excitation energies do not change when the other fragment is added, which is the size-intensivity expected of equation-of-motion coupled cluster.

In a program, the zeros of the reference column in the excited rows allow the excited block to be diagonalised on its own, usually by an iterative non-Hermitian eigensolver. For $\omega\neq0$ the reference component of the right eigenvector then follows from the excited part $x$ as $r\cdot x/\omega$. The invariance can be tested numerically by placing a second closed-shell system far away and comparing the local excitation energies.

## The statement in Lean

The type `Unit ⊕ m` is the configuration space of a fragment: `Sum.inl ()` is the reference and `Sum.inr i` an excited configuration. `refEnergy A` is $E_A$, `excitedBlock A` is $A'$, and `kronSum A B` is $A\otimes1+1\otimes B$ on pairs of configurations. The hypotheses `hA` and `hB` are the amplitude equations. They are assumed for the given matrices; no cluster operator is constructed and no amplitudes are solved for.

The theorem `charpoly_composite` is the factorisation, `composite_spectrum` the classification of levels, and `simultaneous_excitation` the additivity. The sets `m` and `n` are finite and may be empty, in which case the corresponding polynomials equal 1.

The form of `kronSum` contains two idealisations. The composite cluster operator is taken to be the sum of the fragment operators, so that the transformed Hamiltonian is additive, and the composite space contains every product of fragment configurations. A supersystem calculation truncated at a fixed excitation rank, such as EOM-CCSD, omits some of these products and is not covered. Charge-transfer configurations are also absent when each fragment space has a fixed electron number.

Additivity is stated in one direction only. Over the real numbers the converse fails: two real blocks with eigenvalues $\pm i$ have no real levels, yet their Kronecker sum has the level 0.

```lean
import Mathlib

open Matrix
open scoped Kronecker

namespace EOMSizeIntensivity

noncomputable section

variable {K : Type*} [Field K]
variable {m n p : Type*} [Fintype m] [DecidableEq m] [Fintype n] [DecidableEq n]
  [Fintype p] [DecidableEq p]

/-- The Hamiltonian `A ⊗ 1 + 1 ⊗ B` of two fragments that do not interact. -/
def kronSum (A : Matrix m m K) (B : Matrix n n K) : Matrix (m × n) (m × n) K :=
  A ⊗ₖ (1 : Matrix n n K) + (1 : Matrix m m K) ⊗ₖ B

/-- The diagonal matrix element of the reference configuration. -/
def refEnergy (A : Matrix (Unit ⊕ m) (Unit ⊕ m) K) : K := A (Sum.inl ()) (Sum.inl ())

/-- The block of the Hamiltonian between excited configurations. -/
def excitedBlock (A : Matrix (Unit ⊕ m) (Unit ⊕ m) K) : Matrix m m K := A.toBlocks₂₂

/-- The amplitude equations: the Hamiltonian does not couple the reference column to
any excited configuration. -/
def AmplitudeEquations (A : Matrix (Unit ⊕ m) (Unit ⊕ m) K) : Prop :=
  ∀ i, A (Sum.inr i) (Sum.inl ()) = 0

/-- `ω` is an excitation energy if the reference energy plus `ω` is a root of the
characteristic polynomial of the excited block. -/
def IsExcitationEnergy (A : Matrix (Unit ⊕ m) (Unit ⊕ m) K) (ω : K) : Prop :=
  (excitedBlock A).charpoly.IsRoot (refEnergy A + ω)

/-- Exchanging the two fragments leaves the characteristic polynomial unchanged. -/
theorem charpoly_kronSum_comm (A : Matrix m m K) (B : Matrix n n K) :
    (kronSum A B).charpoly = (kronSum B A).charpoly := by
  have h : Matrix.reindex (Equiv.prodComm m n) (Equiv.prodComm m n) (kronSum A B)
      = kronSum B A := by
    ext ⟨i, j⟩ ⟨k, l⟩
    simp [kronSum, mul_comm, add_comm]
  rw [← h, Matrix.charpoly_reindex]

/-- If the first fragment is block triangular, the characteristic polynomial of the
composite is the product of those obtained from its two diagonal blocks. -/
theorem charpoly_kronSum_fromBlocks (P : Matrix m m K) (Q : Matrix m n K)
    (S : Matrix n n K) (B : Matrix p p K) :
    (kronSum (fromBlocks P Q 0 S) B).charpoly
      = (kronSum P B).charpoly * (kronSum S B).charpoly := by
  have h : Matrix.reindex (Equiv.sumProdDistrib m n p) (Equiv.sumProdDistrib m n p)
      (kronSum (fromBlocks P Q 0 S) B)
      = fromBlocks (kronSum P B) (Q ⊗ₖ (1 : Matrix p p K)) 0 (kronSum S B) := by
    ext (⟨i, k⟩ | ⟨i, k⟩) (⟨j, l⟩ | ⟨j, l⟩) <;> simp [kronSum, Matrix.one_apply]
  rw [← Matrix.charpoly_reindex (Equiv.sumProdDistrib m n p), h,
    Matrix.charpoly_fromBlocks_zero₂₁]

/-- The composite of a single-state fragment of energy `E` with a second fragment has the
characteristic polynomial of the second fragment's Hamiltonian shifted by `E`. -/
theorem charpoly_kronSum_single (E : K) (B : Matrix n n K) :
    (kronSum (E • (1 : Matrix Unit Unit K)) B).charpoly
      = (B + E • (1 : Matrix n n K)).charpoly := by
  have h : Matrix.reindex (Equiv.punitProd n) (Equiv.punitProd n)
      (kronSum (E • (1 : Matrix Unit Unit K)) B) = B + E • (1 : Matrix n n K) := by
    ext i j
    by_cases hij : i = j <;> simp [kronSum, hij, add_comm]
  rw [← h, Matrix.charpoly_reindex]

/-- When the first fragment satisfies its amplitude equations, the characteristic polynomial of the
composite is a product of two: one for the first fragment in its reference, the other for the first
fragment excited. -/
theorem charpoly_kronSum_split (A : Matrix (Unit ⊕ m) (Unit ⊕ m) K) (B : Matrix n n K)
    (hA : AmplitudeEquations A) :
    (kronSum A B).charpoly = (B + refEnergy A • (1 : Matrix n n K)).charpoly
      * (kronSum (excitedBlock A) B).charpoly := by
  have h : A = fromBlocks (refEnergy A • (1 : Matrix Unit Unit K)) A.toBlocks₁₂ 0
      (excitedBlock A) := by
    ext (⟨⟩ | i) (⟨⟩ | j)
    · simp [refEnergy]
    · simp [toBlocks₁₂]
    · simpa using hA i
    · simp [excitedBlock, toBlocks₂₂]
  calc (kronSum A B).charpoly
      = (kronSum (fromBlocks (refEnergy A • (1 : Matrix Unit Unit K)) A.toBlocks₁₂ 0
          (excitedBlock A)) B).charpoly := by rw [← h]
    _ = _ := by rw [charpoly_kronSum_fromBlocks, charpoly_kronSum_single]

/-- For two non-interacting fragments that satisfy their amplitude equations, the
characteristic polynomial factorises into a reference part, a part for excitations on
each fragment alone, and a part for simultaneous excitations. -/
theorem charpoly_composite (A : Matrix (Unit ⊕ m) (Unit ⊕ m) K)
    (B : Matrix (Unit ⊕ n) (Unit ⊕ n) K)
    (hA : AmplitudeEquations A) (hB : AmplitudeEquations B) :
    (kronSum A B).charpoly
      = (Polynomial.X - Polynomial.C (refEnergy A + refEnergy B))
        * (excitedBlock A + refEnergy B • (1 : Matrix m m K)).charpoly
        * (excitedBlock B + refEnergy A • (1 : Matrix n n K)).charpoly
        * (kronSum (excitedBlock A) (excitedBlock B)).charpoly := by
  have h1 : (refEnergy A • (1 : Matrix Unit Unit K)
      + refEnergy B • (1 : Matrix Unit Unit K)).charpoly
      = Polynomial.X - Polynomial.C (refEnergy A + refEnergy B) := by
    rw [Matrix.charpoly, Matrix.det_unique, Matrix.charmatrix_apply_eq]
    simp
  -- the first fragment in its reference: split off the reference of the second
  have h2 : (B + refEnergy A • (1 : Matrix (Unit ⊕ n) (Unit ⊕ n) K)).charpoly
      = (Polynomial.X - Polynomial.C (refEnergy A + refEnergy B))
        * (excitedBlock B + refEnergy A • (1 : Matrix n n K)).charpoly := by
    rw [← charpoly_kronSum_single (refEnergy A) B, charpoly_kronSum_comm,
      charpoly_kronSum_split B _ hB, h1,
      charpoly_kronSum_comm (excitedBlock B), charpoly_kronSum_single]
  -- the first fragment excited: split the second one in the same way
  rw [charpoly_kronSum_split A B hA, h2, charpoly_kronSum_comm (excitedBlock A) B,
    charpoly_kronSum_split B (excitedBlock A) hB,
    charpoly_kronSum_comm (excitedBlock B) (excitedBlock A)]
  ring

/-- Shifting a Hamiltonian by a constant shifts the argument of its characteristic
polynomial. -/
theorem eval_charpoly_shift (M : Matrix n n K) (c z : K) :
    (M + c • (1 : Matrix n n K)).charpoly.eval z = M.charpoly.eval (z - c) := by
  rw [Matrix.eval_charpoly, Matrix.eval_charpoly]
  congr 1
  ext i j
  by_cases hij : i = j
  · subst hij
    simp
    ring
  · simp [hij]

/-- Size-intensivity: measured from the sum of the reference energies, the composite
spectrum consists of zero, the excitation energies of each fragment, and the levels of
the simultaneously excited block. -/
theorem composite_spectrum (A : Matrix (Unit ⊕ m) (Unit ⊕ m) K)
    (B : Matrix (Unit ⊕ n) (Unit ⊕ n) K)
    (hA : AmplitudeEquations A) (hB : AmplitudeEquations B) (ω : K) :
    (kronSum A B).charpoly.IsRoot (refEnergy A + refEnergy B + ω) ↔
      ω = 0 ∨ IsExcitationEnergy A ω ∨ IsExcitationEnergy B ω ∨
        (kronSum (excitedBlock A) (excitedBlock B)).charpoly.IsRoot
          (refEnergy A + refEnergy B + ω) := by
  have e1 : refEnergy A + refEnergy B + ω - refEnergy B = refEnergy A + ω := by ring
  have e2 : refEnergy A + refEnergy B + ω - refEnergy A = refEnergy B + ω := by ring
  have e3 : refEnergy A + refEnergy B + ω - (refEnergy A + refEnergy B) = ω := by ring
  simp only [IsExcitationEnergy, Polynomial.IsRoot.def, charpoly_composite A B hA hB,
    Polynomial.eval_mul, mul_eq_zero, eval_charpoly_shift, Polynomial.eval_sub,
    Polynomial.eval_X, Polynomial.eval_C, e1, e2, e3, or_assoc]

/-- The roots of the characteristic polynomial are the energies that possess a nonzero
right eigenvector. -/
theorem isRoot_iff_eigenvector (M : Matrix n n K) (z : K) :
    M.charpoly.IsRoot z ↔ ∃ v : n → K, v ≠ 0 ∧ M *ᵥ v = z • v := by
  rw [Polynomial.IsRoot.def, Matrix.eval_charpoly, ← Matrix.exists_mulVec_eq_zero_iff]
  refine exists_congr fun v => and_congr_right fun _ => ?_
  have h : Matrix.scalar n z *ᵥ v = z • v := by
    ext i
    simp [Matrix.scalar_apply, Matrix.mulVec_diagonal]
  rw [Matrix.sub_mulVec, h, sub_eq_zero, eq_comm]

/-- If `ω₁` and `ω₂` are excitation energies of the two fragments, the composite has a
level at the sum of the reference energies plus `ω₁ + ω₂`. -/
theorem simultaneous_excitation (A : Matrix (Unit ⊕ m) (Unit ⊕ m) K)
    (B : Matrix (Unit ⊕ n) (Unit ⊕ n) K)
    (hA : AmplitudeEquations A) (hB : AmplitudeEquations B) {ω₁ ω₂ : K}
    (h₁ : IsExcitationEnergy A ω₁) (h₂ : IsExcitationEnergy B ω₂) :
    (kronSum A B).charpoly.IsRoot (refEnergy A + refEnergy B + (ω₁ + ω₂)) := by
  refine (composite_spectrum A B hA hB _).2 (Or.inr (Or.inr (Or.inr ?_)))
  obtain ⟨u, hu, hAu⟩ := (isRoot_iff_eigenvector _ _).1 h₁
  obtain ⟨v, hv, hBv⟩ := (isRoot_iff_eigenvector _ _).1 h₂
  obtain ⟨i₀, hi₀⟩ := Function.ne_iff.1 hu
  obtain ⟨j₀, hj₀⟩ := Function.ne_iff.1 hv
  -- the product of eigenvectors of the two excited blocks is an eigenvector of their
  -- Kronecker sum
  refine (isRoot_iff_eigenvector _ _).2 ⟨fun q => u q.1 * v q.2, ?_, ?_⟩
  · intro h
    exact mul_ne_zero hi₀ hj₀ (congrFun h (i₀, j₀))
  · ext ⟨i, j⟩
    have a : ∑ x, excitedBlock A i x * u x = (refEnergy A + ω₁) * u i := congrFun hAu i
    have b : ∑ y, excitedBlock B j y * v y = (refEnergy B + ω₂) * v j := congrFun hBv j
    have s₁ : ∑ x, ∑ y, excitedBlock A i x * (if j = y then 1 else 0) * (u x * v y)
        = (∑ x, excitedBlock A i x * u x) * v j := by
      rw [Finset.sum_mul]
      refine Finset.sum_congr rfl fun x _ => ?_
      simp only [mul_ite, ite_mul, mul_one, mul_zero, zero_mul, Finset.sum_ite_eq,
        Finset.mem_univ, if_true]
      ring
    have s₂ : ∑ x, ∑ y, (if i = x then 1 else 0) * excitedBlock B j y * (u x * v y)
        = u i * ∑ y, excitedBlock B j y * v y := by
      rw [Finset.sum_comm, Finset.mul_sum]
      refine Finset.sum_congr rfl fun y _ => ?_
      simp only [ite_mul, one_mul, zero_mul, Finset.sum_ite_eq, Finset.mem_univ, if_true]
      ring
    change ∑ q : m × n, (excitedBlock A i q.1 * (1 : Matrix n n K) j q.2
        + (1 : Matrix m m K) i q.1 * excitedBlock B j q.2) * (u q.1 * v q.2)
      = (refEnergy A + refEnergy B + (ω₁ + ω₂)) * (u i * v j)
    simp only [Fintype.sum_prod_type, Matrix.one_apply, add_mul, Finset.sum_add_distrib]
    rw [s₁, s₂, a, b]
    ring

end

end EOMSizeIntensivity
```

```lean
#print axioms EOMSizeIntensivity.charpoly_composite
#print axioms EOMSizeIntensivity.simultaneous_excitation
```

```
'EOMSizeIntensivity.charpoly_composite' depends on axioms: [propext, Classical.choice, Quot.sound]
'EOMSizeIntensivity.simultaneous_excitation' depends on axioms: [propext, Classical.choice, Quot.sound]
```

## How the proof follows the derivation

**Relabelling.** `charpoly_kronSum_comm` exchanges the fragments. It reindexes the matrix by the swap of pairs, checks the entries, and uses the invariance of the characteristic polynomial under reindexing.

**Block splitting.** `charpoly_kronSum_fromBlocks` orders the product configurations by the state of the first fragment, through the bijection `Equiv.sumProdDistrib`. The `ext` step compares the four blocks, and `Matrix.charpoly_fromBlocks_zero₂₁` supplies the determinant rule. The second fragment is arbitrary here, which is why the lemma can be applied repeatedly.

**One-state fragment.** `charpoly_kronSum_single` identifies the Kronecker sum of a one-by-one matrix $E$ and $B$ with $B+E$. Together with the block splitting it gives `charpoly_kronSum_split`, where the amplitude equations enter: they are the lower-left case in the check that $A$ has block-triangular form.

**The four factors.** In `charpoly_composite`, `h1` computes the one-by-one polynomial $X-E_A-E_B$. The step `h2` factorises $p_{B+E_A}$ by a small detour: instead of reading off the blocks of $B+E_A$, it writes this matrix as a composite with a one-state fragment, exchanges the fragments, and applies the same splitting lemma to $B$. The final rewriting splits $A$, inserts `h2`, and splits $B$ in the factor where $A$ is excited; `ring` puts the factors in order.

**The classification.** `eval_charpoly_shift` is the rule $p_{M+c}(z)=p_M(z-c)$, obtained by comparing the matrices under the two determinants. `composite_spectrum` evaluates the factorisation at $E_A+E_B+\omega$; `e1`, `e2` and `e3` simplify the three shifted arguments, and `mul_eq_zero` turns the vanishing product into alternatives.

**The product vector.** `isRoot_iff_eigenvector` translates between roots and nonzero right eigenvectors, since $z-M$ has determinant zero exactly when it annihilates a nonzero vector. `simultaneous_excitation` uses it to obtain $u$ and $v$, and again to turn their product into a root. A nonzero entry of each vector shows that the product is nonzero. The identities `s₁` and `s₂` carry out the sums over the Kronecker deltas, `a` and `b` insert the fragment eigenvalue equations, and `ring` adds the energies.
